# ⟨S²⟩ and Heisenberg energy of the broken-symmetry state of two commuting spins

One common way to extract an exchange coupling $J$ from broken-symmetry calculations is to converge a high-spin and a broken-symmetry determinant, then divide their energy difference by their difference in $\langle S^2\rangle$. For two ideal site spins $\mathbf A$ and $\mathbf B$ coupled by $H=-2J\,\mathbf A\cdot\mathbf B$, both quantities have closed forms. Let $\psi$ be a unit vector in which $\mathbf A$ points fully up with $A_z=S_A$, and $\mathbf B$ fully down with $B_z=-S_B$. Then, with $\hbar=1$,

$$\langle S^2\rangle_\psi=(S_A-S_B)^2+S_A+S_B,\qquad \langle H\rangle_\psi=2J\,S_AS_B ,$$

where $\mathbf S=\mathbf A+\mathbf B$. Positive $J$ is ferromagnetic. Programs that write the Hamiltonian as $-J\,\mathbf A\cdot\mathbf B$ or $+J\,\mathbf A\cdot\mathbf B$ need their $J$ converted first.

## Where the two values enter a calculation

The first formula is a reference for the $\langle S^2\rangle$ printed after a broken-symmetry run on two magnetic centres, insofar as the determinant resembles two localised, oppositely aligned spins. With $M=S_A-S_B$, it reads $M(M+1)+2S_B$. For $S_A\ge S_B$, the excess over a pure state of spin $M$ is therefore $2S_B$.

Both formulas enter Yamaguchi's expression for the coupling,

$$J=-\frac{E_{\rm HS}-E_{\rm BS}}{\langle S^2\rangle_{\rm HS}-\langle S^2\rangle_{\rm BS}},$$

where HS and BS denote the high-spin and broken-symmetry states. In the two-spin model with nonzero $S_A$ and $S_B$, this returns the $J$ of the Hamiltonian exactly.

**Numerical instance.** Take $S_A=1$, $S_B=\tfrac12$ and $J=-50\ \mathrm{cm^{-1}}$. The broken-symmetry state has $\langle S^2\rangle=\tfrac14+\tfrac32=\tfrac74$, against $\tfrac34$ for a pure doublet, and energy $2(-50)(1)(\tfrac12)=-50\ \mathrm{cm^{-1}}$. The high-spin state has $\langle S^2\rangle=\tfrac32\cdot\tfrac52=\tfrac{15}4$ and energy $+50\ \mathrm{cm^{-1}}$. The quotient is $-(50+50)/(\tfrac{15}4-\tfrac74)=-50\ \mathrm{cm^{-1}}$.

## Derivation with ladder operators

Write $A_\pm=A_x\pm iA_y$, and likewise for $\mathbf B$. The conditions on $\psi$ are

$$A_+\psi=0,\quad A_z\psi=S_A\psi,\quad B_-\psi=0,\quad B_z\psi=-S_B\psi,\quad \|\psi\|=1 .$$

**Scalar product.** Expanding the products gives

$$A_-B_+=A_xB_x+A_yB_y+i(A_xB_y-A_yB_x),$$
$$A_+B_-=A_xB_x+A_yB_y-i(A_xB_y-A_yB_x),$$

and hence $\mathbf A\cdot\mathbf B=\tfrac12(A_-B_++A_+B_-)+A_zB_z$. The order of the factors was kept, so this also holds for $\mathbf B=\mathbf A$.

**Squares of the site spins.** From $[A_x,A_y]=iA_z$ one finds $A_+A_-=A_-A_++2A_z$. Therefore

$$A^2=A_-A_++A_z+A_z^2,\qquad B^2=B_+B_--B_z+B_z^2,$$

and so $A^2\psi=S_A(S_A+1)\psi$ and $B^2\psi=S_B(S_B+1)\psi$.

**Total spin.** Since the components of $\mathbf A$ commute with those of $\mathbf B$,

$$S^2=\sum_k(A_k+B_k)^2=A^2+B^2+2\,\mathbf A\cdot\mathbf B .$$

**Expectation values.** The term $A_+B_-\psi$ vanishes because $B_-\psi=0$. The other spin-flip term is not zero in general, but it is orthogonal to $\psi$:

$$\langle\psi|A_-B_+\psi\rangle=\langle A_+\psi|B_+\psi\rangle=0 .$$

Only $A_zB_z$ remains, so $\langle\mathbf A\cdot\mathbf B\rangle=-S_AS_B$. Multiplying by $-2J$ gives the energy, and

$$\langle S^2\rangle=S_A(S_A+1)+S_B(S_B+1)-2S_AS_B=(S_A-S_B)^2+S_A+S_B .$$

**High-spin state.** Let $\varphi$ be a unit vector with $A_+\varphi=B_+\varphi=0$, $A_z\varphi=S_A\varphi$ and $B_z\varphi=S_B\varphi$. Then $A_+B_-\varphi=B_-A_+\varphi=0$, so $\mathbf A\cdot\mathbf B\,\varphi=S_AS_B\varphi$. It follows that $S^2\varphi=(S_A+S_B)(S_A+S_B+1)\varphi$ and $H\varphi=-2JS_AS_B\varphi$. Between the two states $\langle S^2\rangle$ differs by $4S_AS_B$ and the energy by $-4JS_AS_B$, so for nonzero $S_A$ and $S_B$ minus the energy difference over the $\langle S^2\rangle$ difference is $J$.

## The Lean file

```lean
import Mathlib

open Complex (I)
open Matrix
open scoped Kronecker

namespace BrokenSymmetry

noncomputable section

variable {V : Type*} [NormedAddCommGroup V] [InnerProductSpace ℂ V]

/-- A spin: three Hermitian operators (x, y, z) with the angular momentum commutators, `ħ = 1`. -/
structure IsSpin (A : Fin 3 → Module.End ℂ V) : Prop where
  hermitian : ∀ k, LinearMap.IsSymmetric (A k)
  xy : A 0 * A 1 - A 1 * A 0 = I • A 2
  yz : A 1 * A 2 - A 2 * A 1 = I • A 0
  zx : A 2 * A 0 - A 0 * A 2 = I • A 1

/-- Two spins whose components commute with each other. -/
structure SpinPair (A B : Fin 3 → Module.End ℂ V) : Prop where
  left : IsSpin A
  right : IsSpin B
  comm : ∀ i j, Commute (A i) (B j)

/-- The raising operator `A₊ = A_x + i A_y`. -/
def raise (A : Fin 3 → Module.End ℂ V) : Module.End ℂ V := A 0 + I • A 1

/-- The lowering operator `A₋ = A_x - i A_y`. -/
def lower (A : Fin 3 → Module.End ℂ V) : Module.End ℂ V := A 0 - I • A 1

/-- The scalar product `A·B` of two vector operators. -/
def dot (A B : Fin 3 → Module.End ℂ V) : Module.End ℂ V :=
  A 0 * B 0 + A 1 * B 1 + A 2 * B 2

/-- The square `S²` of the total spin `S = A + B`. -/
def totalSq (A B : Fin 3 → Module.End ℂ V) : Module.End ℂ V := dot (A + B) (A + B)

/-- The Heisenberg Hamiltonian `H = -2J A·B`. -/
def heisenberg (J : ℝ) (A B : Fin 3 → Module.End ℂ V) : Module.End ℂ V :=
  (-2 * (J : ℂ)) • dot A B

/-- The expectation value `⟨ψ|T|ψ⟩`, for a unit vector `ψ`. -/
def expect (T : Module.End ℂ V) (ψ : V) : ℂ := inner ℂ ψ (T ψ)

/-- `ψ` is annihilated by `A₊` and satisfies `A_z ψ = s ψ`. -/
def IsHighest (A : Fin 3 → Module.End ℂ V) (s : ℝ) (ψ : V) : Prop :=
  raise A ψ = 0 ∧ A 2 ψ = (s : ℂ) • ψ

/-- `ψ` is annihilated by `A₋` and satisfies `A_z ψ = -s ψ`. -/
def IsLowest (A : Fin 3 → Module.End ℂ V) (s : ℝ) (ψ : V) : Prop :=
  lower A ψ = 0 ∧ A 2 ψ = (-(s : ℂ)) • ψ

variable {A B : Fin 3 → Module.End ℂ V} {SA SB s : ℝ} {ψ φ : V}

/-- Ladder form of the scalar product: `A·B = (A₋B₊ + A₊B₋)/2 + A_z B_z`. -/
theorem dot_apply (A B : Fin 3 → Module.End ℂ V) (v : V) :
    dot A B v = (1 / 2 : ℂ) • (lower A (raise B v) + raise A (lower B v)) + A 2 (B 2 v) := by
  simp only [dot, raise, lower, LinearMap.add_apply, LinearMap.sub_apply, LinearMap.smul_apply,
    Module.End.mul_apply, map_add, map_sub, map_smul, smul_add, smul_sub, smul_smul,
    Complex.I_mul_I]
  module

/-- For a spin, `A₊A₋ = A₋A₊ + 2A_z`. -/
theorem raise_lower (h : IsSpin A) (v : V) :
    raise A (lower A v) = lower A (raise A v) + (2 : ℂ) • A 2 v := by
  have hc : A 0 (A 1 v) - A 1 (A 0 v) = I • A 2 v := LinearMap.congr_fun h.xy v
  have hc' : I • (A 0 (A 1 v) - A 1 (A 0 v)) = -A 2 v := by
    rw [hc, smul_smul, Complex.I_mul_I, neg_one_smul]
  simp only [raise, lower, LinearMap.add_apply, LinearMap.sub_apply, LinearMap.smul_apply,
    map_add, map_sub, map_smul, smul_add, smul_sub, smul_smul, Complex.I_mul_I]
  linear_combination (norm := module) (-2 : ℂ) • hc'

/-- For a spin `A`, `A²` acts as `s(s+1)` on a highest weight vector of weight `s`. -/
theorem sq_highest (h : IsSpin A) (hψ : IsHighest A s ψ) :
    dot A A ψ = ((s : ℂ) * (s + 1)) • ψ := by
  rw [dot_apply, raise_lower h, hψ.1, map_zero, hψ.2, map_smul, hψ.2]
  module

/-- For a spin `A`, `A²` acts as `s(s+1)` on a lowest weight vector of weight `-s`. -/
theorem sq_lowest (h : IsSpin A) (hψ : IsLowest A s ψ) :
    dot A A ψ = ((s : ℂ) * (s + 1)) • ψ := by
  have e := raise_lower h ψ
  rw [hψ.1, map_zero, hψ.2] at e
  rw [dot_apply, hψ.1, map_zero, hψ.2, map_smul, hψ.2]
  linear_combination (norm := module) (-1 / 2 : ℂ) • e

/-- For two commuting spins, `S² = A² + B² + 2A·B`. -/
theorem totalSq_eq (h : SpinPair A B) :
    totalSq A B = dot A A + dot B B + (2 : ℂ) • dot A B := by
  simp only [totalSq, dot, Pi.add_apply, add_mul, mul_add, ← (h.comm 0 0).eq,
    ← (h.comm 1 1).eq, ← (h.comm 2 2).eq]
  module

/-- In a unit vector of highest weight `SA` for `A` and lowest weight `-SB` for `B`, where `A` and
`B` are commuting spins, `⟨S²⟩ = (SA - SB)² + SA + SB` and `⟨-2J A·B⟩ = 2J SA SB`. -/
theorem expect_brokenSymmetry (h : SpinPair A B) (hA : IsHighest A SA ψ)
    (hB : IsLowest B SB ψ) (hψ : ‖ψ‖ = 1) (J : ℝ) :
    expect (totalSq A B) ψ = ((SA : ℂ) - SB) ^ 2 + SA + SB ∧
      expect (heisenberg J A B) ψ = 2 * J * SA * SB := by
  have hone : inner ℂ ψ ψ = 1 := by
    rw [inner_self_eq_norm_sq_to_K, hψ]; simp
  -- A₋ moves to the left of the inner product as its adjoint A₊
  have hadj (v : V) : inner ℂ ψ (lower A v) = inner ℂ (raise A ψ) v := by
    simp only [lower, raise, LinearMap.add_apply, LinearMap.sub_apply, LinearMap.smul_apply,
      inner_add_left, inner_sub_right, inner_smul_left, inner_smul_right, Complex.conj_I,
      h.left.hermitian 0 ψ v, h.left.hermitian 1 ψ v]
    ring
  have hdot : inner ℂ ψ (dot A B ψ) = -(SA : ℂ) * SB := by
    rw [dot_apply, hB.1, hB.2, map_zero, add_zero, map_smul, hA.2]
    simp only [inner_add_right, inner_smul_right, hadj, hA.1, inner_zero_left, hone]
    ring
  constructor
  · simp only [expect, totalSq_eq h, LinearMap.add_apply, LinearMap.smul_apply,
      sq_highest h.left hA, sq_lowest h.right hB, inner_add_right, inner_smul_right, hdot, hone]
    ring
  · simp only [expect, heisenberg, LinearMap.smul_apply, inner_smul_right, hdot]
    ring

/-- For commuting spins `A` and `B`, a unit vector of highest weight `SA` for `A` and lowest weight
`-SB` for `B` has `S_z = M = SA - SB` and `⟨S²⟩ = M(M+1) + 2SB`. -/
theorem contamination (h : SpinPair A B) (hA : IsHighest A SA ψ)
    (hB : IsLowest B SB ψ) (hψ : ‖ψ‖ = 1) :
    (A 2 + B 2) ψ = ((SA : ℂ) - SB) • ψ ∧
      expect (totalSq A B) ψ = ((SA : ℂ) - SB) * (SA - SB + 1) + 2 * SB := by
  constructor
  · rw [LinearMap.add_apply, hA.2, hB.2]
    module
  · rw [(expect_brokenSymmetry h hA hB hψ 0).1]
    ring

/-- A vector of highest weight for both of two commuting spins satisfies
`S²φ = (SA+SB)(SA+SB+1)φ` and `Hφ = -2J SA SB φ`. -/
theorem highSpin (h : SpinPair A B) (hA : IsHighest A SA φ) (hB : IsHighest B SB φ) (J : ℝ) :
    totalSq A B φ = (((SA : ℂ) + SB) * (SA + SB + 1)) • φ ∧
      heisenberg J A B φ = (-2 * (J : ℂ) * SA * SB) • φ := by
  have hc : Commute (raise A) (lower B) :=
    ((h.comm 0 0).sub_right ((h.comm 0 1).smul_right I)).add_left
      (((h.comm 1 0).sub_right ((h.comm 1 1).smul_right I)).smul_left I)
  have hz : raise A (lower B φ) = 0 := by
    have e : raise A (lower B φ) = lower B (raise A φ) := LinearMap.congr_fun hc.eq φ
    rw [e, hA.1, map_zero]
  have hdot : dot A B φ = ((SA : ℂ) * SB) • φ := by
    rw [dot_apply, hz, hB.1, map_zero, hB.2, map_smul, hA.2]
    module
  constructor
  · simp only [totalSq_eq h, LinearMap.add_apply, LinearMap.smul_apply,
      sq_highest h.left hA, sq_highest h.right hB, hdot]
    module
  · simp only [heisenberg, LinearMap.smul_apply, hdot]
    module

/-- Yamaguchi's formula for two commuting spins with the Hamiltonian `H = -2J A·B`: for nonzero `SA`
and `SB`, the coupling `J` is minus the energy difference of the normalised high-spin and
broken-symmetry states over their difference in `⟨S²⟩`. -/
theorem yamaguchi (h : SpinPair A B) (hA : IsHighest A SA ψ) (hB : IsLowest B SB ψ)
    (hψ : ‖ψ‖ = 1) (hA' : IsHighest A SA φ) (hB' : IsHighest B SB φ) (hφ : ‖φ‖ = 1)
    (hSA : SA ≠ 0) (hSB : SB ≠ 0) (J : ℝ) :
    -(expect (heisenberg J A B) φ - expect (heisenberg J A B) ψ) /
      (expect (totalSq A B) φ - expect (totalSq A B) ψ) = J := by
  have hone : inner ℂ φ φ = 1 := by
    rw [inner_self_eq_norm_sq_to_K, hφ]; simp
  obtain ⟨h1, h2⟩ := expect_brokenSymmetry h hA hB hψ J
  obtain ⟨h3, h4⟩ := highSpin h hA' hB' J
  have h5 : expect (totalSq A B) φ = ((SA : ℂ) + SB) * (SA + SB + 1) := by
    rw [expect, h3, inner_smul_right, hone, mul_one]
  have h6 : expect (heisenberg J A B) φ = -2 * (J : ℂ) * SA * SB := by
    rw [expect, h4, inner_smul_right, hone, mul_one]
  have hd : ((SA : ℂ) + SB) * (SA + SB + 1) - (((SA : ℂ) - SB) ^ 2 + SA + SB)
      = 4 * (SA * SB) := by ring
  have hne : (4 : ℂ) * (SA * SB) ≠ 0 :=
    mul_ne_zero (by norm_num)
      (mul_ne_zero (Complex.ofReal_ne_zero.2 hSA) (Complex.ofReal_ne_zero.2 hSB))
  rw [h1, h2, h5, h6, hd, div_eq_iff hne]
  ring

/-- The spin-one-half matrices, half the Pauli matrices. -/
def halfSpin : Fin 3 → Matrix (Fin 2) (Fin 2) ℂ :=
  ![!![0, 1 / 2; 1 / 2, 0], !![0, -I / 2; I / 2, 0], !![1 / 2, 0; 0, -1 / 2]]

/-- The operator of a matrix on the state space of two spins one half. -/
def op (M : Matrix (Fin 2 × Fin 2) (Fin 2 × Fin 2) ℂ) :
    Module.End ℂ (EuclideanSpace ℂ (Fin 2 × Fin 2)) := Matrix.toEuclideanLin M

/-- Two spins one half in the product state `↑↓` satisfy all conditions on the
broken-symmetry state, with `SA = SB = 1/2`. -/
theorem brokenSymmetry_witness :
    SpinPair (fun k => op (halfSpin k ⊗ₖ 1)) (fun k => op (1 ⊗ₖ halfSpin k)) ∧
    IsHighest (fun k => op (halfSpin k ⊗ₖ 1)) (1 / 2) (EuclideanSpace.single (0, 1) 1) ∧
    IsLowest (fun k => op (1 ⊗ₖ halfSpin k)) (1 / 2) (EuclideanSpace.single (0, 1) 1) ∧
    ‖(EuclideanSpace.single (0, 1) 1 : EuclideanSpace ℂ (Fin 2 × Fin 2))‖ = 1 := by
  have hmul (M N) : op M * op N = op (M * N) :=
    LinearMap.ext fun v => congrArg (WithLp.toLp 2) (Matrix.mulVec_mulVec v.ofLp M N)
  have hcomm {M N K} (e : M * N - N * M = I • K) :
      op M * op N - op N * op M = I • op K := by
    rw [hmul, hmul]
    exact (map_sub Matrix.toEuclideanLin _ _).symm.trans
      ((congrArg Matrix.toEuclideanLin e).trans (map_smul Matrix.toEuclideanLin I K))
  have hcol (M) (p : Fin 2 × Fin 2) :
      (op M (EuclideanSpace.single (0, 1) 1)).ofLp p = M p (0, 1) := by
    change (M *ᵥ Pi.single (0, 1) 1) p = _
    simp
  have hs (k) : (halfSpin k)ᴴ = halfSpin k := by
    fin_cases k <;> ext i j <;> fin_cases i <;> fin_cases j <;> simp [halfSpin]
  -- the three commutators, checked entry by entry on each site
  refine ⟨⟨⟨fun k => isSymmetric_toEuclideanLin_iff.2 ?_, hcomm ?_, hcomm ?_, hcomm ?_⟩,
    ⟨fun k => isSymmetric_toEuclideanLin_iff.2 ?_, hcomm ?_, hcomm ?_, hcomm ?_⟩,
    fun i j => ?_⟩, ⟨?_, ?_⟩, ⟨?_, ?_⟩, by simp⟩
  case refine_1 | refine_5 =>
    rw [Matrix.IsHermitian, Matrix.conjTranspose_kronecker, hs, Matrix.conjTranspose_one]
  case refine_9 =>
    change op _ * op _ = op _ * op _
    rw [hmul, hmul, ← Matrix.mul_kronecker_mul, ← Matrix.mul_kronecker_mul]
    simp only [one_mul, mul_one]
  case refine_2 | refine_3 | refine_4 | refine_6 | refine_7 | refine_8 =>
    rw [← Matrix.mul_kronecker_mul, ← Matrix.mul_kronecker_mul]
    ext ⟨i, i'⟩ ⟨j, j'⟩
    fin_cases i <;> fin_cases i' <;> fin_cases j <;> fin_cases j' <;>
      simp [halfSpin, Complex.ext_iff] <;> norm_num
  all_goals
    ext ⟨i, j⟩
    fin_cases i <;> fin_cases j <;>
      simp [raise, lower, hcol, halfSpin, Complex.ext_iff] <;> norm_num

end

end BrokenSymmetry
```

```lean
#print axioms BrokenSymmetry.contamination
#print axioms BrokenSymmetry.yamaguchi
```

```
'BrokenSymmetry.contamination' depends on axioms: [propext, Classical.choice, Quot.sound]
'BrokenSymmetry.yamaguchi' depends on axioms: [propext, Classical.choice, Quot.sound]
```

## How the Lean objects map to the spins

`V` is a complex inner product space of any dimension. A spin is a family `A : Fin 3 → Module.End ℂ V`, with `A 0`, `A 1`, `A 2` for the $x$, $y$, $z$ components. `IsSpin` requires them to be Hermitian and to obey the angular momentum commutators. It does not fix $A^2$ as a number, so `A` may be the summed spin of several electrons on one site. `SpinPair` adds that every component of `A` commutes with every component of `B`, as for operators on different sites.

`IsHighest A SA ψ` and `IsLowest B SB ψ` are the ladder and $z$-component conditions; the second takes $S_B$ as its argument, while the weight is $-S_B$. `SA` and `SB` are real numbers. `totalSq` is built from the components of `A + B`, so the formula for $S^2$ is derived. `expect` is the inner product $\langle\psi|T\psi\rangle$ without division by the norm, which is why unit length is a hypothesis.

`expect_brokenSymmetry` states the two expectation values, and `contamination` gives the form $M(M+1)+2S_B$ together with $S_z\psi=M\psi$. `highSpin` says that $\varphi$ is mapped by $S^2$ and $H$ to the stated multiples of itself, and `yamaguchi` recovers $J$ from two unit vectors.

## From lemmas to expectation values

`dot_apply` is the ladder form of the scalar product and `raise_lower` the commutator of the ladder operators. `sq_highest` and `sq_lowest` combine them into $s(s+1)$, and `totalSq_eq` expands the square using commutation between sites. In these lemmas the tactic `module` collects the scalar coefficients of vectors or operators.

Inside `expect_brokenSymmetry`, `hadj` moves $A_-$ to the left of the inner product as $A_+$, using the Hermiticity of $A_x$ and $A_y$. `hdot` then gives $\langle\mathbf A\cdot\mathbf B\rangle=-S_AS_B$, and `ring` finishes both formulas. In `highSpin`, `hc` is the commutation of $A_+$ with $B_-$. In `yamaguchi`, `hd` computes the denominator $4S_AS_B$, and `hne` shows that it is nonzero.

`brokenSymmetry_witness` shows that two spins one half in the state $\uparrow\downarrow$ meet all the conditions on $\psi$, with $S_A=S_B=\tfrac12$. The spin matrices act on their sites through Kronecker products, and the commutators and weight conditions are checked entry by entry.

## What carries over to a computed determinant

The theorems hold for every pair of commuting spins and every state that meets the weight conditions. The step left to the user is to identify the two converged determinants with $\varphi$ and $\psi$, and their energies with $\langle H\rangle_\varphi$ and $\langle H\rangle_\psi$ up to a common constant, which cancels in the difference. In a molecule the magnetic orbitals overlap and the closed shells polarise, so the computed $\langle S^2\rangle$ can depart from the ideal value. Yamaguchi's expression is then applied to states for which `yamaguchi` makes no claim.

The $\langle S^2\rangle$ formula needs more than a definite $A_z$. Let $\mathbf A$ be a spin 1 in its $A_z=0$ state and $\mathbf B$ a spin one half pointing down. All conditions hold with $S_A=0$ and $S_B=\tfrac12$, except $A_+\psi=0$. The formula would give $\tfrac14+\tfrac12=\tfrac34$, whereas $A^2=2$, $B^2=\tfrac34$ and $\langle\mathbf A\cdot\mathbf B\rangle=0$ give $\langle S^2\rangle=\tfrac{11}4$. A pair in which one spin is not fully aligned can therefore have an $\langle S^2\rangle$ other than the formula's value, even when both $z$ components are sharp.
